# The pair COHP of an alternant orthogonal tight-binding model is odd about the common site energy

To draw the crystal orbital Hamilton population (COHP) of a bond in a Hückel or nearest-neighbour tight-binding calculation, one sums the bond's contribution over the orbitals at each energy. For an alternant system only half of this work is needed: the curve above the common site energy is the curve below it, reflected and reversed in sign. Each bonding feature has an antibonding mirror image of equal size.

A system is alternant here if its sites fall into two sublattices and every coupling joins sites of different sublattices. All sites have the same on-site energy, which is taken as the zero of energy. The result concerns finite, non-interacting models of this kind with an orthonormal basis of site functions.

## Reflecting the spectrum with a sublattice sign

Let $H$ be the real symmetric Hamiltonian matrix, with $H_{ij}=0$ whenever $i$ and $j$ lie on the same sublattice, including $i=j$. Let the columns $c_k$ of $C$ be real orthonormal orbitals, $Hc_k=e_kc_k$. The projector onto the level $x$ and the COHP of the pair $i,j$ are

$$P(x)_{ij}=\sum_{k:\,e_k=x}C_{ik}C_{jk},\qquad \mathrm{COHP}_{ij}(x)=\sum_{k:\,e_k=x}C_{ik}H_{ij}C_{jk}=H_{ij}P(x)_{ij}.$$

Put $\sigma_i=1$ on one sublattice and $\sigma_i=-1$ on the other, and let $S$ be the diagonal matrix of these signs. Then $(HS)_{ij}=H_{ij}\sigma_j$ and $(SH)_{ij}=\sigma_iH_{ij}$. Within a sublattice both vanish; between sublattices $\sigma_j=-\sigma_i$. Hence $HS=-SH$.

Let $W=C^{T}SC$, so that $W_{kl}=c_k^{T}Sc_l$. Then

$$e_kW_{kl}=c_k^{T}HSc_l=-c_k^{T}SHc_l=-e_lW_{kl},$$

so $W_{kl}\neq0$ only if $e_k=-e_l$. For any real function $f$ it follows that $f(e_k)W_{kl}=W_{kl}f(-e_l)$.

Write $f(H)=C\,\mathrm{diag}(f(e_k))\,C^{T}$, and $f(-H)$ for the same expression with $f(-e_k)$. Since $CC^{T}=1$,

$$f(H)S=C\,\mathrm{diag}(f(e_k))\,W\,C^{T}=C\,W\,\mathrm{diag}(f(-e_k))\,C^{T}=S\,f(-H).$$

The $i,j$ entry reads $f(H)_{ij}\sigma_j=\sigma_if(-H)_{ij}$, or $f(-H)_{ij}=\sigma_i\sigma_jf(H)_{ij}$.

Now let $f(t)$ be 1 at $t=x$ and 0 elsewhere. Then $f(H)=P(x)$ and $f(-H)=P(-x)$, so

$$P(-x)_{ij}=\sigma_i\sigma_jP(x)_{ij}.$$

Multiply by $H_{ij}$. Within a sublattice both sides are zero, and between sublattices $\sigma_i\sigma_j=-1$. In either case $\mathrm{COHP}_{ij}(-x)=-\mathrm{COHP}_{ij}(x)$.

The same argument with a general weight gives $\sum_kf(-e_k)q_k=-\sum_kf(e_k)q_k$, where $q_k=C_{ik}H_{ij}C_{jk}$. The weight $f=1$ shows that $\sum_kq_k=0$. The weight that is 1 for $t>x$ and 0 otherwise gives $\sum_{e_k<-x}q_k=-\sum_{e_k>x}q_k$. Therefore

$$\sum_{e_k\le x}q_k=-\sum_{e_k>x}q_k=\sum_{e_k<-x}q_k.$$

At $x=0$ this says that filling the whole non-bonding level leaves the integrated COHP unchanged.

## Hamiltonian, orbitals and populations in Lean

The sites form a finite type `n`. The same type labels the orbitals, since there are as many orbitals as sites.

```lean
import Mathlib

open Matrix

namespace AlternantCOHP

noncomputable section

variable {n : Type*} [Fintype n] [DecidableEq n]
```

The map `s` assigns each site to a sublattice. Because $i=j$ is allowed, the next condition also sets the on-site energies to zero.

```lean
/-- The Hamiltonian `H` has no matrix elements within either of the two sublattices
labelled by `s`. -/
def IsAlternant (H : Matrix n n ℝ) (s : n → Bool) : Prop :=
  ∀ i j, s i = s j → H i j = 0
```

Orthonormality is expressed by `Cᵀ * C = 1`, without an overlap matrix, and the second equation collects the eigenvalue equations column by column. Together they force $H$ to be symmetric, so later theorems need no separate symmetry hypothesis.

```lean
/-- The columns of `C` are real orthonormal eigenvectors (orbitals) of `H`, with energies `e`. -/
def IsOrbitalBasis (H C : Matrix n n ℝ) (e : n → ℝ) : Prop :=
  Cᵀ * C = 1 ∧ H * C = C * diagonal e
```

A function of the Hamiltonian is built from its orbitals, and the level projector is the case of an indicator function.

```lean
/-- The function `f` of the Hamiltonian, built from its orbitals `C` and energies `e`. -/
def spectralFunction (C : Matrix n n ℝ) (e : n → ℝ) (f : ℝ → ℝ) : Matrix n n ℝ :=
  C * diagonal (fun k => f (e k)) * Cᵀ

/-- The spectral projector at energy `x`, summed over all orbitals of that energy. -/
def levelProjector (C : Matrix n n ℝ) (e : n → ℝ) (x : ℝ) : Matrix n n ℝ :=
  spectralFunction C e (fun t => if t = x then 1 else 0)
```

The COHP counts each ordered pair once and has no spin factor. Negative values are bonding; many plots show $-\mathrm{COHP}$. At each energy `cohp` gives the total weight of the level, where a textbook curve has a delta peak carrying that weight.

```lean
/-- The contribution of orbital `k` to the Hamilton population of the pair `i`, `j`. -/
def orbitalCOHP (H C : Matrix n n ℝ) (i j k : n) : ℝ := C i k * H i j * C j k

/-- The COHP of the pair `i`, `j` at energy `x`, summed over all orbitals of that energy. -/
def cohp (H C : Matrix n n ℝ) (e : n → ℝ) (i j : n) (x : ℝ) : ℝ :=
  ∑ k, if e k = x then orbitalCOHP H C i j k else 0
```

The matrix $S$ has entry 1 where `s` is `true`.

```lean
/-- The diagonal matrix with entry `1` on one sublattice and `-1` on the other. -/
def sublatticeSign (s : n → Bool) : Matrix n n ℝ :=
  diagonal (fun i => if s i then 1 else -1)
```

## Existence of orbitals and meaning of the projector

Every real symmetric matrix has orbitals of the required kind. The proof takes the eigenvectors and eigenvalues from Mathlib's spectral theorem and rewrites their properties in matrix form.

```lean
/-- Every real symmetric Hamiltonian has a real orthonormal basis of orbitals. -/
theorem exists_isOrbitalBasis {H : Matrix n n ℝ} (hH : H.IsSymm) :
    ∃ C e, IsOrbitalBasis H C e := by
  have hH' : H.IsHermitian := by
    rw [Matrix.IsHermitian, conjTranspose_eq_transpose_of_trivial]
    exact hH
  refine ⟨(hH'.eigenvectorUnitary : Matrix n n ℝ), hH'.eigenvalues, ?_, ?_⟩
  · have h := Matrix.mem_unitaryGroup_iff'.mp hH'.eigenvectorUnitary.2
    rwa [star_eq_conjTranspose, conjTranspose_eq_transpose_of_trivial] at h
  · ext i k
    have h := congrFun (hH'.mulVec_eigenvectorBasis k) i
    rw [mul_diagonal, Matrix.mul_apply]
    simpa [Matrix.mulVec, dotProduct, Matrix.IsHermitian.eigenvectorUnitary_apply,
      mul_comm] using h
```

Orbitals within a degenerate level can be mixed freely, so their separate contributions depend on the choice of $C$. The next theorem identifies `levelProjector` as the orthogonal projector onto the solutions of $Hv=xv$, which depends only on $H$ and $x$.

In the proof, `E` is the diagonal indicator of the level. Idempotence follows from $E^2=E$, and $HP=xP$ follows from `hDE`. For the converse, the components $w=C^{T}v$ of an eigenvector satisfy $e_kw_k=xw_k$, so they vanish away from the level and $E$ leaves $w$ unchanged.

```lean
/-- For orthonormal orbitals of `H`, the level projector is symmetric and idempotent, and
the vectors it leaves unchanged are exactly the solutions of `H v = x v`. -/
theorem levelProjector_spec {H C : Matrix n n ℝ} {e : n → ℝ} (h : IsOrbitalBasis H C e)
    (x : ℝ) :
    (levelProjector C e x).IsSymm ∧
    levelProjector C e x * levelProjector C e x = levelProjector C e x ∧
    ∀ v, levelProjector C e x *ᵥ v = v ↔ H *ᵥ v = x • v := by
  obtain ⟨h1, h2⟩ := h
  have h3 : C * Cᵀ = 1 := mul_eq_one_comm.mp h1
  unfold levelProjector spectralFunction
  set E : Matrix n n ℝ := diagonal (fun k => if e k = x then 1 else 0) with hE
  have hEE : E * E = E := by
    rw [hE, diagonal_mul_diagonal]
    congr 1
    funext k
    split_ifs <;> norm_num
  have hDE : diagonal e * E = x • E := by
    rw [hE, diagonal_mul_diagonal, ← diagonal_smul]
    congr 1
    funext k
    by_cases hk : e k = x <;> simp [hk]
  refine ⟨?_, ?_, fun v => ⟨fun hv => ?_, fun hv => ?_⟩⟩
  · rw [Matrix.IsSymm, transpose_mul, transpose_mul, transpose_transpose, hE,
      diagonal_transpose, Matrix.mul_assoc]
  · calc C * E * Cᵀ * (C * E * Cᵀ) = C * E * (Cᵀ * C) * E * Cᵀ := by
          simp only [Matrix.mul_assoc]
      _ = C * (E * E) * Cᵀ := by rw [h1, Matrix.mul_one, Matrix.mul_assoc C E E]
      _ = C * E * Cᵀ := by rw [hEE]
  · have hP : H * (C * E * Cᵀ) = x • (C * E * Cᵀ) := by
      calc H * (C * E * Cᵀ) = (H * C) * E * Cᵀ := by simp only [Matrix.mul_assoc]
        _ = C * (diagonal e * E) * Cᵀ := by rw [h2, Matrix.mul_assoc C]
        _ = x • (C * E * Cᵀ) := by rw [hDE, Matrix.mul_smul, Matrix.smul_mul]
    calc H *ᵥ v = H *ᵥ ((C * E * Cᵀ) *ᵥ v) := by rw [hv]
      _ = x • ((C * E * Cᵀ) *ᵥ v) := by rw [mulVec_mulVec, hP, smul_mulVec]
      _ = x • v := by rw [hv]
  · -- in the orbital basis an eigenvector has components only on its own level
    have hCH : diagonal e * Cᵀ = Cᵀ * H := by
      calc diagonal e * Cᵀ = (Cᵀ * C) * diagonal e * Cᵀ := by rw [h1, Matrix.one_mul]
        _ = Cᵀ * (H * C) * Cᵀ := by rw [h2]; simp only [Matrix.mul_assoc]
        _ = Cᵀ * H * (C * Cᵀ) := by simp only [Matrix.mul_assoc]
        _ = Cᵀ * H := by rw [h3, Matrix.mul_one]
    have hw : diagonal e *ᵥ (Cᵀ *ᵥ v) = x • (Cᵀ *ᵥ v) := by
      rw [mulVec_mulVec, hCH, ← mulVec_mulVec, hv, mulVec_smul]
    have hEw : E *ᵥ (Cᵀ *ᵥ v) = Cᵀ *ᵥ v := by
      funext k
      have hk := congrFun hw k
      rw [mulVec_diagonal, Pi.smul_apply, smul_eq_mul] at hk
      rw [hE, mulVec_diagonal]
      by_cases hx : e k = x
      · rw [if_pos hx, one_mul]
      · have h0 : (Cᵀ *ᵥ v) k = 0 := by
          by_contra hne
          exact hx (mul_right_cancel₀ hne hk)
        rw [h0, mul_zero]
    rw [← mulVec_mulVec, ← mulVec_mulVec, hEw, mulVec_mulVec, h3, one_mulVec]
```

## From the selection rule to the odd COHP

Despite its name, `orbital_pairing` is a selection rule for the matrix elements of $S$; it does not state the familiar pairing theorem, with its matching multiplicities at $e$ and $-e$. Here `hS` is the anticommutation relation, and `hW` carries it into the orbital basis by inserting $C^{T}C=1$ and $CC^{T}=1$. Reading off entry $k,l$ and cancelling the nonzero $W_{kl}$ gives $e_k=-e_l$.

```lean
/-- For an alternant Hamiltonian, the sublattice sign connects two orbitals only if their
energies are opposite. -/
theorem orbital_pairing {H C : Matrix n n ℝ} {e : n → ℝ} {s : n → Bool}
    (h : IsOrbitalBasis H C e) (hA : IsAlternant H s) (k l : n)
    (hkl : (Cᵀ * sublatticeSign s * C) k l ≠ 0) : e k = -e l := by
  obtain ⟨h1, h2⟩ := h
  have h3 : C * Cᵀ = 1 := mul_eq_one_comm.mp h1
  -- the sublattice sign anticommutes with the Hamiltonian
  have hS : H * sublatticeSign s = -(sublatticeSign s * H) := by
    ext i j
    rw [sublatticeSign, mul_diagonal, Matrix.neg_apply, diagonal_mul]
    by_cases hij : s i = s j
    · simp [hA i j hij]
    · cases hi : s i <;> cases hj : s j <;> simp_all
  have hW : diagonal e * (Cᵀ * sublatticeSign s * C)
      = -((Cᵀ * sublatticeSign s * C) * diagonal e) := by
    calc diagonal e * (Cᵀ * sublatticeSign s * C)
        = (Cᵀ * C) * diagonal e * (Cᵀ * sublatticeSign s * C) := by
          rw [h1, Matrix.one_mul]
      _ = Cᵀ * (H * C) * (Cᵀ * sublatticeSign s * C) := by
          rw [h2]; simp only [Matrix.mul_assoc]
      _ = Cᵀ * H * (C * Cᵀ) * sublatticeSign s * C := by simp only [Matrix.mul_assoc]
      _ = Cᵀ * (H * sublatticeSign s) * C := by
          rw [h3, Matrix.mul_one]; simp only [Matrix.mul_assoc]
      _ = -(Cᵀ * sublatticeSign s * (H * C)) := by
          rw [hS, Matrix.mul_neg, Matrix.neg_mul]; simp only [Matrix.mul_assoc]
      _ = -((Cᵀ * sublatticeSign s * C) * diagonal e) := by
          rw [h2]; simp only [Matrix.mul_assoc]
  have hent := congrFun (congrFun hW k) l
  rw [diagonal_mul, Matrix.neg_apply, mul_diagonal] at hent
  apply mul_right_cancel₀ hkl
  linarith
```

The step to arbitrary functions uses the rule entry by entry in `hW`. Then `hF` is $f(H)S=Sf(-H)$, and the four combinations of sublattices give the signs.

```lean
/-- For an alternant Hamiltonian, reversing the energy argument of any spectral function keeps
its entries within a sublattice and changes the sign of those between sublattices. -/
theorem spectralFunction_reflect {H C : Matrix n n ℝ} {e : n → ℝ} {s : n → Bool}
    (h : IsOrbitalBasis H C e) (hA : IsAlternant H s) (f : ℝ → ℝ) (i j : n) :
    spectralFunction C e (fun t => f (-t)) i j =
      if s i = s j then spectralFunction C e f i j else -spectralFunction C e f i j := by
  have h3 : C * Cᵀ = 1 := mul_eq_one_comm.mp h.1
  have hW : diagonal (fun k => f (e k)) * (Cᵀ * sublatticeSign s * C)
      = (Cᵀ * sublatticeSign s * C) * diagonal (fun k => f (-e k)) := by
    ext k l
    rw [diagonal_mul, mul_diagonal]
    by_cases hkl : (Cᵀ * sublatticeSign s * C) k l = 0
    · rw [hkl, mul_zero, zero_mul]
    · rw [orbital_pairing h hA k l hkl, mul_comm]
  have hF : spectralFunction C e f * sublatticeSign s
      = sublatticeSign s * spectralFunction C e (fun t => f (-t)) := by
    unfold spectralFunction
    calc C * diagonal (fun k => f (e k)) * Cᵀ * sublatticeSign s
        = C * diagonal (fun k => f (e k)) * Cᵀ * sublatticeSign s * (C * Cᵀ) := by
          rw [h3, Matrix.mul_one]
      _ = C * (diagonal (fun k => f (e k)) * (Cᵀ * sublatticeSign s * C)) * Cᵀ := by
          simp only [Matrix.mul_assoc]
      _ = (C * Cᵀ) * (sublatticeSign s * (C * diagonal (fun k => f (-e k)) * Cᵀ)) := by
          rw [hW]; simp only [Matrix.mul_assoc]
      _ = sublatticeSign s * (C * diagonal (fun k => f (-e k)) * Cᵀ) := by
          rw [h3, Matrix.one_mul]
  have hent := congrFun (congrFun hF i) j
  rw [sublatticeSign, mul_diagonal, diagonal_mul] at hent
  cases hi : s i <;> cases hj : s j <;> simp [hi, hj] at hent ⊢ <;> linarith
```

In the weighted sum, `key` is the identity $\sum_kg(e_k)q_k=H_{ij}\,g(H)_{ij}$. The two cases are then a vanishing $H_{ij}$ and a reversed sign. The choice $f(t)=g(x-t)$ with an even line shape $g$ shows that a symmetrically broadened COHP curve is odd as well.

```lean
/-- For an alternant Hamiltonian, a sum of orbital COHPs weighted by a function of energy
changes sign when the energy argument of the weight is reversed. -/
theorem weighted_cohp_odd {H C : Matrix n n ℝ} {e : n → ℝ} {s : n → Bool}
    (h : IsOrbitalBasis H C e) (hA : IsAlternant H s) (f : ℝ → ℝ) (i j : n) :
    ∑ k, f (-e k) * orbitalCOHP H C i j k = -∑ k, f (e k) * orbitalCOHP H C i j k := by
  have key : ∀ g : ℝ → ℝ, ∑ k, g (e k) * orbitalCOHP H C i j k
      = H i j * spectralFunction C e g i j := by
    intro g
    rw [spectralFunction, Matrix.mul_apply, Finset.mul_sum]
    refine Finset.sum_congr rfl fun k _ => ?_
    rw [mul_diagonal, transpose_apply, orbitalCOHP]
    ring
  rw [key f, key (fun t => f (-t)), spectralFunction_reflect h hA f i j]
  by_cases hij : s i = s j
  · rw [hA i j hij]; ring
  · rw [if_neg hij]; ring
```

The main theorem inserts the indicator of one level into both preceding results; `neg_eq_iff_eq_neg` turns the condition $-t=x$ into $t=-x$. Its three parts are the equal entries within a sublattice, the opposite entries between sublattices, and the odd COHP.

```lean
/-- For an alternant Hamiltonian, the spectral projectors at `x` and `-x` have equal entries
within a sublattice and opposite entries between sublattices, and every pair COHP is an odd
function of energy. -/
theorem alternant_cohp_symmetry {H C : Matrix n n ℝ} {e : n → ℝ} {s : n → Bool}
    (h : IsOrbitalBasis H C e) (hA : IsAlternant H s) (i j : n) (x : ℝ) :
    (s i = s j → levelProjector C e (-x) i j = levelProjector C e x i j) ∧
    (s i ≠ s j → levelProjector C e (-x) i j = -levelProjector C e x i j) ∧
    cohp H C e i j (-x) = -cohp H C e i j x := by
  have hP := spectralFunction_reflect h hA (fun t => if t = x then 1 else 0) i j
  have hc := weighted_cohp_odd h hA (fun t => if t = x then 1 else 0) i j
  simp only [neg_eq_iff_eq_neg] at hP hc
  refine ⟨fun hij => ?_, fun hij => ?_, ?_⟩
  · rw [if_pos hij] at hP
    exact hP
  · rw [if_neg hij] at hP
    exact hP
  · simpa only [cohp, ite_mul, one_mul, zero_mul] using hc
```

The theorem does not apply directly to a COHP computed from density-functional theory in an overlapping local basis. Replacing that Hamiltonian by a finite orthonormal site model, with one site energy common to both sublattices and no couplings within a sublattice, is an approximation that needs its own justification.

The integrated statement uses the two weights chosen above. `h0` is the vanishing total, `h1` relates the two tails, and `h2` splits the total at $x$.

```lean
/-- For an alternant Hamiltonian, the COHP of a pair integrated over all levels up to `x`
equals the COHP integrated over the levels strictly below `-x`. -/
theorem integrated_cohp_symmetry {H C : Matrix n n ℝ} {e : n → ℝ} {s : n → Bool}
    (h : IsOrbitalBasis H C e) (hA : IsAlternant H s) (i j : n) (x : ℝ) :
    (∑ k, if e k ≤ x then orbitalCOHP H C i j k else 0) =
      ∑ k, if e k < -x then orbitalCOHP H C i j k else 0 := by
  -- a constant weight shows that the sum over all orbitals vanishes
  have h0 := weighted_cohp_odd h hA (fun _ => 1) i j
  have h1 := weighted_cohp_odd h hA (fun t => if x < t then 1 else 0) i j
  simp only [one_mul] at h0
  simp only [lt_neg, ite_mul, one_mul, zero_mul] at h1
  have h2 : (∑ k, if e k ≤ x then orbitalCOHP H C i j k else 0)
      + (∑ k, if x < e k then orbitalCOHP H C i j k else 0)
      = ∑ k, orbitalCOHP H C i j k := by
    rw [← Finset.sum_add_distrib]
    refine Finset.sum_congr rfl fun k _ => ?_
    by_cases hk : e k ≤ x
    · rw [if_pos hk, if_neg (not_lt_of_ge hk), add_zero]
    · rw [if_neg hk, if_pos (lt_of_not_ge hk), zero_add]
  linarith
```

## The two-site chain

For two sites with coupling $\beta$, the orbitals are $(1,1)/\sqrt2$ at energy $\beta$ and $(1,-1)/\sqrt2$ at $-\beta$. With the usual $\beta<0$, the first is bonding and contributes $\beta/2$ to the COHP of the pair, while the second contributes $-\beta/2$. The theorem checks the sublattice condition and the orbital equations entry by entry, for every real $\beta$.

```lean
/-- The two-site Hamiltonian with coupling `β` is alternant, and the normalised sum and
difference of the site functions are its orbitals, with energies `β` and `-β`. -/
theorem dimer_witness (β : ℝ) :
    IsAlternant !![0, β; β, 0] ![true, false] ∧
    IsOrbitalBasis !![0, β; β, 0]
      !![√2 / 2, √2 / 2; √2 / 2, -(√2 / 2)] ![β, -β] := by
  have h2 : √2 * √2 = (2 : ℝ) := Real.mul_self_sqrt (by norm_num)
  refine ⟨?_, ?_, ?_⟩
  · intro i j hij
    fin_cases i <;> fin_cases j <;> simp_all
  · ext i j
    fin_cases i <;> fin_cases j <;>
      simp [Matrix.mul_apply, Fin.sum_univ_succ] <;> linarith
  · ext i j
    rw [mul_diagonal]
    fin_cases i <;> fin_cases j <;>
      simp [Matrix.mul_apply, Fin.sum_univ_succ, mul_comm]

end

end AlternantCOHP
```

```lean
#print axioms AlternantCOHP.exists_isOrbitalBasis
-- 'AlternantCOHP.exists_isOrbitalBasis' depends on axioms: [propext, Classical.choice, Quot.sound]
#print axioms AlternantCOHP.levelProjector_spec
-- 'AlternantCOHP.levelProjector_spec' depends on axioms: [propext, Classical.choice, Quot.sound]
#print axioms AlternantCOHP.alternant_cohp_symmetry
-- 'AlternantCOHP.alternant_cohp_symmetry' depends on axioms: [propext, Classical.choice, Quot.sound]
#print axioms AlternantCOHP.integrated_cohp_symmetry
-- 'AlternantCOHP.integrated_cohp_symmetry' depends on axioms: [propext, Classical.choice, Quot.sound]
```
